# A single impurity on a tight-binding chain: unique scattering amplitudes and |r|² + |t|² = 1

Take an infinite chain of sites with hopping amplitude −1 and an impurity of on-site energy 2 at site 0. Send in a wave from the left at the band centre, energy zero, where the phase advances by π/2 per site. The incident wave is iⁿ and the reflected wave is r(−i)ⁿ, both on the sites n < 0; the transmitted wave is t iⁿ on n ≥ 0. The amplitudes near the impurity are

ψ₋₂ = −1 − r,  ψ₋₁ = −i + ir,  ψ₀ = t,  ψ₁ = it.

At site −1 the lattice equation reads −(ψ₀ + ψ₋₂) = 0, which gives t = 1 + r. At site 0 it reads −(ψ₁ + ψ₋₁) + 2ψ₀ = 0. Inserting r = t − 1 gives

−2it + 2i + 2t = 0,

so t = (1 − i)/2 and r = (−1 − i)/2. Each has squared modulus 1/2: half the incident probability is reflected and half is transmitted. Two equations next to the impurity have fixed two unknowns, and the same happens at every energy inside the band.

## The amplitudes at any energy inside the band

Let the hopping amplitude be −h with h > 0, and let the impurity energy e be real. The symbol e always means this energy; exponentials are written exp. The Hamiltonian acts on amplitudes ψₙ by

(Hψ)ₙ = −h(ψₙ₊₁ + ψₙ₋₁) + e δₙ₀ ψₙ.

For 0 < k < π, set E = −2h cos k and consider the state

ψₙ = exp(ikn) + r exp(−ikn) for n < 0,
ψₙ = t exp(ikn) for n ≥ 0.

The claim is that Hψ = Eψ holds at every site exactly when

r = e/(2ih sin k − e),  t = 2ih sin k/(2ih sin k − e).

**Sites other than −1 and 0.** A plane wave satisfies

exp(ik(n+1)) + exp(ik(n−1)) = 2 cos k · exp(ikn),

and the same holds with −k for k. If n ≤ −2 or n ≥ 1, the site and both its neighbours lie on one side, so the equation holds for any r and t.

**Site −1.** If the left-hand formula continued to site 0, the amplitude there would be 1 + r and the equation would hold. The actual amplitude is t, so

(Hψ)₋₁ − Eψ₋₁ = h(1 + r − t).

Since h ≠ 0, this vanishes only if 1 + r = t. Continuity is thus a consequence of the lattice equation.

**Site 0.** With r = t − 1, the neighbours add up to

t exp(ik) + exp(−ik) + r exp(ik) = 2t exp(ik) − 2i sin k.

Therefore

(Hψ)₀ − Eψ₀ = −2ht exp(ik) + 2ih sin k + et + 2ht cos k
= (e − 2ih sin k)t + 2ih sin k.

Write D = 2ih sin k − e. Its squared modulus, 4h² sin²k + e², is positive because h sin k > 0. Hence t = 2ih sin k/D and r = t − 1 = e/D. Conversely, these values make both differences vanish.

**Probabilities.** Taking squared moduli,

|r|² + |t|² = (e² + 4h² sin²k)/(4h² sin²k + e²) = 1.

Since 4h² sin²k = 4h² − E², also

|t|² = (4h² − E²)/(4h² − E² + e²).

For h = 1, e = 2, E = 0 this is 4/8 = 1/2, as found above. For non-interacting particles on this one-orbital chain, the formula supplies an exact value against which a numerical transmission calculation can be compared.

## The chain and its scattering state in Lean

```lean
import Mathlib

open Complex (I)

namespace TightBindingImpurity

noncomputable section
```

A state is a function `ψ : ℤ → ℂ`, with one complex amplitude per site. The parameters `h` and `e` are real, so the impurity neither absorbs nor emits particles.

```lean
/-- The chain Hamiltonian with hopping amplitude `-h` and on-site energy `e` at site `0`. -/
def hamiltonian (h e : ℝ) (ψ : ℤ → ℂ) (n : ℤ) : ℂ :=
  -(h : ℂ) * (ψ (n + 1) + ψ (n - 1)) + if n = 0 then (e : ℂ) * ψ n else 0

/-- The band energy `E = -2h cos k`. -/
def energy (h k : ℝ) : ℝ := -2 * h * Real.cos k

/-- The lattice plane wave `e^{ikn}`. -/
def wave (k : ℝ) (n : ℤ) : ℂ := Complex.exp (I * (k : ℂ) * (n : ℂ))
```

In the code comments, `e^{ikn}` denotes the exponential. The lattice spacing is 1. With h > 0 and 0 < k < π the group velocity is proportional to 2h sin k > 0, so `wave k` travels to the right and `wave (-k)` to the left.

```lean
/-- An incident and a reflected wave on the sites `n < 0`, and a transmitted wave on `n ≥ 0`. -/
def scatteringState (k : ℝ) (r t : ℂ) (n : ℤ) : ℂ :=
  if n < 0 then wave k n + r * wave (-k) n else t * wave k n
```

The incident amplitude is normalised to 1, and site 0 belongs to the transmitted side. This form of the state is an assumption: it describes incidence from the left only, and bound states do not have it.

```lean
/-- The lattice Schrödinger equation at energy `-2h cos k`, required at every site. -/
def IsStationary (h e k : ℝ) (ψ : ℤ → ℂ) : Prop :=
  ∀ n : ℤ, hamiltonian h e ψ n = (energy h k : ℂ) * ψ n
```

`IsStationary` demands the equation at all integers `n`. It is a pointwise condition on amplitudes; these waves are not square-summable, and no Hilbert space is involved.

```lean
/-- The reflection amplitude `e / (2ih sin k - e)`, for `h > 0` and `0 < k < π`. -/
def reflection (h e k : ℝ) : ℂ :=
  (e : ℂ) / (2 * I * (h : ℂ) * (Real.sin k : ℂ) - (e : ℂ))

/-- The transmission amplitude `2ih sin k / (2ih sin k - e)`, for `h > 0` and `0 < k < π`. -/
def transmission (h e k : ℝ) : ℂ :=
  2 * I * (h : ℂ) * (Real.sin k : ℂ) / (2 * I * (h : ℂ) * (Real.sin k : ℂ) - (e : ℂ))
```

## Plane waves and the sites away from the impurity

The hopping identity follows by splitting off the factors exp(±ik) and writing the cosine as half their sum.

```lean
/-- The two neighbours of a site in a plane wave add up to `2 cos k` times its amplitude. -/
theorem wave_hop (k : ℝ) (n : ℤ) :
    wave k (n + 1) + wave k (n - 1) = 2 * (Real.cos k : ℂ) * wave k n := by
  unfold wave
  have h1 : Complex.exp (I * (k : ℂ) * ((n + 1 : ℤ) : ℂ))
      = Complex.exp (I * (k : ℂ) * (n : ℂ)) * Complex.exp ((k : ℂ) * I) := by
    rw [← Complex.exp_add]
    congr 1
    push_cast
    ring
  have h2 : Complex.exp (I * (k : ℂ) * ((n - 1 : ℤ) : ℂ))
      = Complex.exp (I * (k : ℂ) * (n : ℂ)) * Complex.exp (-(k : ℂ) * I) := by
    rw [← Complex.exp_add]
    congr 1
    push_cast
    ring
  rw [h1, h2, Complex.ofReal_cos, Complex.cos]
  ring

private lemma wave_hop_neg (k : ℝ) (n : ℤ) :
    wave (-k) (n + 1) + wave (-k) (n - 1) = 2 * (Real.cos k : ℂ) * wave (-k) n := by
  have h := wave_hop (-k) n
  rwa [Real.cos_neg] at h
```

The next lemmas supply the values at sites 0, 1 and −1, and the energy as a complex number.

```lean
private lemma wave_zero (k : ℝ) : wave k 0 = 1 := by simp [wave]

private lemma wave_one (k : ℝ) : wave k 1 = (Real.cos k : ℂ) + (Real.sin k : ℂ) * I := by
  unfold wave
  rw [show I * (k : ℂ) * ((1 : ℤ) : ℂ) = (k : ℂ) * I by push_cast; ring,
    Complex.exp_mul_I, Complex.ofReal_cos, Complex.ofReal_sin]

private lemma wave_neg_one (k : ℝ) : wave k (-1) = wave (-k) 1 := by
  unfold wave
  congr 1
  push_cast
  ring

private lemma energy_cast (h k : ℝ) :
    (energy h k : ℂ) = -2 * (h : ℂ) * (Real.cos k : ℂ) := by
  simp [energy]
```

In `bulk_site`, the case split on the sign of `n` decides which formula applies to all three sites. On the left, `linear_combination` adds the hopping identity for k and r times that for −k, both multiplied by −h; on the right, one identity suffices.

```lean
/-- Away from the sites `-1` and `0` the scattering state solves the lattice equation for all
amplitudes `r` and `t`. -/
theorem bulk_site (h e k : ℝ) (r t : ℂ) (n : ℤ) (hn : n ≠ -1) (h0 : n ≠ 0) :
    hamiltonian h e (scatteringState k r t) n
      = (energy h k : ℂ) * scatteringState k r t n := by
  rw [energy_cast]
  unfold hamiltonian scatteringState
  rw [if_neg h0]
  rcases lt_or_ge n 0 with hneg | hpos
  · rw [if_pos (show n + 1 < 0 by omega), if_pos (show n - 1 < 0 by omega), if_pos hneg]
    linear_combination (-(h : ℂ)) * wave_hop k n + (-(h : ℂ) * r) * wave_hop_neg k n
  · rw [if_neg (show ¬ n + 1 < 0 by omega), if_neg (show ¬ n - 1 < 0 by omega),
      if_neg (show ¬ n < 0 by omega)]
    linear_combination (-(h : ℂ) * t) * wave_hop k n
```

## The two equations that fix r and t

`left_site` uses the hopping identities at n = −1, with the wave at site 0 replaced by 1. What remains is the mismatch between 1 + r and t.

```lean
/-- At site `-1` the lattice equation fails by `h (1 + r - t)`. -/
theorem left_site (h e k : ℝ) (r t : ℂ) :
    hamiltonian h e (scatteringState k r t) (-1)
      - (energy h k : ℂ) * scatteringState k r t (-1) = (h : ℂ) * (1 + r - t) := by
  have e1 : (-1 : ℤ) + 1 = 0 := by norm_num
  have e2 : (-1 : ℤ) - 1 = -2 := by norm_num
  have a := wave_hop k (-1)
  have b := wave_hop_neg k (-1)
  rw [e1, e2, wave_zero] at a b
  have hH : hamiltonian h e (scatteringState k r t) (-1)
      = -(h : ℂ) * (scatteringState k r t 0 + scatteringState k r t (-2)) := by
    norm_num [hamiltonian]
  rw [hH, energy_cast]
  unfold scatteringState
  rw [if_neg (show ¬ (0 : ℤ) < 0 by omega), if_pos (show (-2 : ℤ) < 0 by omega),
    if_pos (show (-1 : ℤ) < 0 by omega), wave_zero]
  linear_combination (-(h : ℂ)) * a + (-(h : ℂ) * r) * b
```

`impurity_site` takes `1 + r = t` as a hypothesis, which the main theorem will obtain from site −1. Euler's formula turns the neighbouring amplitudes into sines and cosines, and `ring` completes the algebra.

```lean
/-- If `1 + r = t`, the lattice equation at the impurity fails by
`(e - 2ih sin k) t + 2ih sin k`. -/
theorem impurity_site (h e k : ℝ) (r t : ℂ) (hrt : 1 + r = t) :
    hamiltonian h e (scatteringState k r t) 0
      - (energy h k : ℂ) * scatteringState k r t 0
      = ((e : ℂ) - 2 * I * (h : ℂ) * (Real.sin k : ℂ)) * t
        + 2 * I * (h : ℂ) * (Real.sin k : ℂ) := by
  have hH : hamiltonian h e (scatteringState k r t) 0
      = -(h : ℂ) * (scatteringState k r t 1 + scatteringState k r t (-1))
        + (e : ℂ) * scatteringState k r t 0 := by
    norm_num [hamiltonian]
  rw [hH, energy_cast]
  unfold scatteringState
  rw [if_neg (show ¬ (1 : ℤ) < 0 by omega), if_pos (show (-1 : ℤ) < 0 by omega),
    if_neg (show ¬ (0 : ℤ) < 0 by omega), wave_zero, wave_neg_one, wave_neg_one, neg_neg,
    wave_one, wave_one, Real.cos_neg, Real.sin_neg, Complex.ofReal_neg]
  subst hrt
  ring
```

The squared moduli of D and of the numerator of t come next.

```lean
private lemma normSq_den (h e s : ℝ) :
    Complex.normSq (2 * I * (h : ℂ) * (s : ℂ) - (e : ℂ)) = 4 * h ^ 2 * s ^ 2 + e ^ 2 := by
  simp [Complex.normSq_apply]
  ring

private lemma normSq_num (h s : ℝ) :
    Complex.normSq (2 * I * (h : ℂ) * (s : ℂ)) = 4 * h ^ 2 * s ^ 2 := by
  simpa using normSq_den h 0 s
```

In the main theorem, `hD` is the statement D ≠ 0. The forward direction evaluates the lattice equation at −1 and then at 0, as in the derivation. The reverse direction clears the denominators, recovers `1 + r = t` by cancelling D, and treats site −1, site 0 and the remaining sites separately.

```lean
/-- For `h > 0` and `0 < k < π` the scattering state solves the lattice equation exactly when
`r = e / (2ih sin k - e)` and `t = 2ih sin k / (2ih sin k - e)`. -/
theorem isStationary_iff (h e k : ℝ) (hh : 0 < h) (hk : 0 < k) (hkπ : k < Real.pi)
    (r t : ℂ) :
    IsStationary h e k (scatteringState k r t)
      ↔ r = reflection h e k ∧ t = transmission h e k := by
  have hs : 0 < Real.sin k := Real.sin_pos_of_pos_of_lt_pi hk hkπ
  have hD : 2 * I * (h : ℂ) * (Real.sin k : ℂ) - (e : ℂ) ≠ 0 :=
    Complex.normSq_pos.mp (by rw [normSq_den]; positivity)
  have hc : (h : ℂ) ≠ 0 := Complex.ofReal_ne_zero.mpr hh.ne'
  constructor
  · intro H
    -- site -1 forces continuity, site 0 then fixes t
    have h1 := left_site h e k r t
    rw [H (-1), sub_self] at h1
    have h1' := (mul_eq_zero.mp h1.symm).resolve_left hc
    have hrt : 1 + r = t := by linear_combination h1'
    have h2 := impurity_site h e k r t hrt
    rw [H 0, sub_self] at h2
    constructor
    · unfold reflection
      rw [eq_div_iff hD]
      linear_combination (2 * I * (h : ℂ) * (Real.sin k : ℂ) - (e : ℂ)) * hrt + h2
    · unfold transmission
      rw [eq_div_iff hD]
      linear_combination h2
  · rintro ⟨hr, ht⟩
    unfold reflection at hr
    unfold transmission at ht
    rw [eq_div_iff hD] at hr ht
    have hrt : 1 + r = t := by
      apply mul_right_cancel₀ hD
      linear_combination hr - ht
    intro n
    by_cases hn : n = -1
    · subst hn
      linear_combination left_site h e k r t + (h : ℂ) * hrt
    by_cases h0 : n = 0
    · subst h0
      linear_combination impurity_site h e k r t hrt - ht
    exact bulk_site h e k r t n hn h0
```

## Reflected and transmitted probability

Both remaining theorems start from an arbitrary stationary scattering state and use `isStationary_iff` to insert the explicit amplitudes. The wave has the same speed on both sides of the impurity, so |r|² and |t|² are the probabilities without velocity factors.

```lean
/-- For `h > 0` and `0 < k < π`, the reflection and transmission probabilities of every stationary
scattering state add up to one. -/
theorem probability_conservation (h e k : ℝ) (hh : 0 < h) (hk : 0 < k) (hkπ : k < Real.pi)
    (r t : ℂ) (H : IsStationary h e k (scatteringState k r t)) :
    ‖r‖ ^ 2 + ‖t‖ ^ 2 = 1 := by
  have hs : 0 < Real.sin k := Real.sin_pos_of_pos_of_lt_pi hk hkπ
  have hP : 0 < 4 * h ^ 2 * Real.sin k ^ 2 + e ^ 2 := by positivity
  obtain ⟨hr, ht⟩ := (isStationary_iff h e k hh hk hkπ r t).mp H
  rw [hr, ht, ← Complex.normSq_eq_norm_sq, ← Complex.normSq_eq_norm_sq, reflection,
    transmission, Complex.normSq_div, Complex.normSq_div, normSq_den, normSq_num,
    Complex.normSq_ofReal, ← add_div, div_eq_one_iff_eq hP.ne']
  ring
```

For the last theorem, `hE` converts 4h² − E² into 4h² sin²k. The energy enters through k, so the formula covers −2h < E < 2h and leaves out the band edges.

```lean
/-- For `h > 0` and `0 < k < π`, the transmission probability in a stationary scattering state of
energy `E = -2h cos k` is `(4h² - E²) / (4h² - E² + e²)`. -/
theorem transmission_probability (h e k : ℝ) (hh : 0 < h) (hk : 0 < k) (hkπ : k < Real.pi)
    (r t : ℂ) (H : IsStationary h e k (scatteringState k r t)) :
    ‖t‖ ^ 2 = (4 * h ^ 2 - energy h k ^ 2) / (4 * h ^ 2 - energy h k ^ 2 + e ^ 2) := by
  have hE : 4 * h ^ 2 - energy h k ^ 2 = 4 * h ^ 2 * Real.sin k ^ 2 := by
    unfold energy
    linear_combination (-4 * h ^ 2) * Real.sin_sq_add_cos_sq k
  rw [((isStationary_iff h e k hh hk hkπ r t).mp H).2, hE, ← Complex.normSq_eq_norm_sq,
    transmission, Complex.normSq_div, normSq_den, normSq_num]

end

end TightBindingImpurity
```

```lean
#print axioms TightBindingImpurity.impurity_site
-- 'TightBindingImpurity.impurity_site' depends on axioms: [propext, Classical.choice, Quot.sound]
#print axioms TightBindingImpurity.probability_conservation
-- 'TightBindingImpurity.probability_conservation' depends on axioms: [propext, Classical.choice, Quot.sound]
#print axioms TightBindingImpurity.transmission_probability
-- 'TightBindingImpurity.transmission_probability' depends on axioms: [propext, Classical.choice, Quot.sound]
```
